# Singlet–doublet splitting of three equivalent nonorthogonal wells

When one normalized localized state has been computed for each of three equivalent potential wells, with energy $E$ and with the same coupling $h$ and overlap $s$ for every pair, the tunnelling splitting within these three states follows from their Hamiltonian matrix $H$ and overlap matrix $S$ by solving $\det(H-xS)=0$ for the energy $x$. The words singlet and doublet refer here to the degeneracy of a level, not to spin. For real matrix elements and $-\tfrac12<s<1$ the roots have a closed form, and the singlet root minus the doublet root is $3(h-sE)/((1+2s)(1-s))$.

```lean
import Mathlib

open Matrix

namespace NonorthogonalWells

noncomputable section

/-- The matrix of `n + 1` equivalent wells: `a` on the diagonal and `b` between any two
different wells. -/
def wells (n : ℕ) (a b : ℝ) : Matrix (Fin (n + 1)) (Fin (n + 1)) ℝ :=
  Matrix.of fun i j => if i = j then a else b

/-- The singlet level of `n + 1` wells with well energy `E`, coupling `h` and overlap `s`. -/
def singletLevel (n : ℕ) (E h s : ℝ) : ℝ := (E + n * h) / (1 + n * s)

/-- The multiplet level of wells with well energy `E`, coupling `h` and overlap `s`. -/
def multipletLevel (E h s : ℝ) : ℝ := (E - h) / (1 - s)

/-- The matrix of equivalent wells acts on an amplitude vector through the local amplitude
and the sum of all amplitudes. -/
theorem wells_mulVec (n : ℕ) (a b : ℝ) (v : Fin (n + 1) → ℝ) (i : Fin (n + 1)) :
    (wells n a b *ᵥ v) i = (a - b) * v i + b * ∑ j, v j := by
  have key : ∀ j, (if i = j then a else b) * v j
      = (if i = j then (a - b) * v j else 0) + b * v j := by
    intro j
    split_ifs <;> ring
  simp only [wells, Matrix.mulVec, dotProduct, Matrix.of_apply, key,
    Finset.sum_add_distrib, Finset.sum_ite_eq, Finset.mem_univ, if_true, Finset.mul_sum]

/-- The quadratic form of equivalent wells in terms of the sum of squared amplitudes and the
square of the summed amplitudes. -/
theorem wells_form (n : ℕ) (a b : ℝ) (v : Fin (n + 1) → ℝ) :
    v ⬝ᵥ (wells n a b *ᵥ v) = (a - b) * ∑ i, v i ^ 2 + b * (∑ i, v i) ^ 2 := by
  have key : ∀ i, v i * ((a - b) * v i + b * ∑ j, v j)
      = (a - b) * v i ^ 2 + (b * ∑ j, v j) * v i := fun i => by ring
  simp only [dotProduct, wells_mulVec]
  rw [Finset.sum_congr rfl (fun i _ => key i), Finset.sum_add_distrib,
    ← Finset.mul_sum, ← Finset.mul_sum]
  ring

/-- For two or more wells, the overlap matrix gives every nonzero state a positive squared norm
exactly when `-1 < n s` and `s < 1`. -/
theorem overlap_pos_iff (n : ℕ) (hn : 1 ≤ n) (s : ℝ) :
    (∀ v : Fin (n + 1) → ℝ, v ≠ 0 → 0 < v ⬝ᵥ (wells n 1 s *ᵥ v)) ↔
      -1 < n * s ∧ s < 1 := by
  constructor
  · intro H
    constructor
    · -- test with the fully symmetric state
      have h1 := H (fun _ => 1) (fun h0 => one_ne_zero (congrFun h0 0))
      rw [wells_form] at h1
      have e1 : ∑ _i : Fin (n + 1), (1 : ℝ) ^ 2 = n + 1 := by simp
      have e2 : ∑ _i : Fin (n + 1), (1 : ℝ) = n + 1 := by simp
      rw [e1, e2] at h1
      have hN : (0 : ℝ) < n + 1 := by positivity
      by_contra hc
      have hc' : 0 ≤ -(1 + n * s) := by linarith [not_lt.mp hc]
      nlinarith [mul_nonneg hN.le hc']
    · -- test with the difference of two wells
      obtain ⟨m, rfl⟩ : ∃ m, n = m + 1 := ⟨n - 1, by omega⟩
      let v : Fin (m + 1 + 1) → ℝ := Matrix.vecCons 1 (Matrix.vecCons (-1) fun _ => 0)
      have hv : v ≠ 0 := fun h0 => one_ne_zero (α := ℝ) (congrFun h0 0)
      have h1 := H v hv
      rw [wells_form] at h1
      have e1 : ∑ i, v i ^ 2 = 2 := by
        simp [v, Fin.sum_univ_succ]
        try norm_num
      have e2 : ∑ i, v i = 0 := by simp [v, Fin.sum_univ_succ]
      rw [e1, e2] at h1
      linarith
  · rintro ⟨h1, h2⟩ v hv
    rw [wells_form]
    obtain ⟨i, hi⟩ := Function.ne_iff.mp hv
    have hi' : v i ≠ 0 := hi
    have hq : 0 < ∑ i, v i ^ 2 :=
      Finset.sum_pos' (fun j _ => sq_nonneg (v j)) ⟨i, Finset.mem_univ i, by positivity⟩
    have hC : (∑ i, v i) ^ 2 ≤ ((n : ℝ) + 1) * ∑ i, v i ^ 2 := by
      have := sq_sum_le_card_mul_sum_sq (s := Finset.univ) (f := v)
      simpa using this
    rcases le_or_gt 0 s with hs | hs
    · have p1 := mul_pos (sub_pos.mpr h2) hq
      have p2 := mul_nonneg hs (sq_nonneg (∑ i, v i))
      linarith
    · have p1 := mul_le_mul_of_nonpos_left hC hs.le
      have p2 := mul_pos (show (0 : ℝ) < 1 + n * s by linarith) hq
      nlinarith

/-- The determinant of the matrix of `n + 1` equivalent wells. -/
theorem wells_det (n : ℕ) (a b : ℝ) :
    (wells n a b).det = (a + n * b) * (a - b) ^ n := by
  by_cases hab : a = b
  · subst hab
    cases n with
    | zero => simp [wells]
    | succ m =>
      have h01 : (0 : Fin (m + 1 + 1)) ≠ 1 := by simp
      have hrow : wells (m + 1) a a 0 = wells (m + 1) a a 1 := by
        ext j
        simp [wells]
      rw [Matrix.det_zero_of_row_eq h01 hrow]
      simp
  · -- a multiple of the identity plus a rank-one matrix
    obtain ⟨q, e⟩ : ∃ q, (a - b) * q = b :=
      ⟨b / (a - b), mul_div_cancel₀ b (sub_ne_zero.mpr hab)⟩
    have hW : wells n a b = (a - b) • (1 +
        (Matrix.of fun _ _ => q : Matrix (Fin (n + 1)) (Fin 1) ℝ) *
        (Matrix.of fun _ _ => 1 : Matrix (Fin 1) (Fin (n + 1)) ℝ)) := by
      ext i j
      simp only [wells, Matrix.smul_apply, Matrix.add_apply, Matrix.one_apply,
        Matrix.mul_apply, Matrix.of_apply, Finset.univ_unique, Finset.sum_singleton,
        smul_eq_mul, mul_one]
      split_ifs <;> linear_combination -e
    have hD : (1 + (Matrix.of fun _ _ => 1 : Matrix (Fin 1) (Fin (n + 1)) ℝ) *
        (Matrix.of fun _ _ => q : Matrix (Fin (n + 1)) (Fin 1) ℝ)).det
        = 1 + ((n : ℝ) + 1) * q := by
      rw [Matrix.det_fin_one]
      simp [Matrix.mul_apply]
    rw [hW, Matrix.det_smul, Matrix.det_one_add_mul_comm, hD, Fintype.card_fin, pow_succ]
    linear_combination ((n : ℝ) + 1) * (a - b) ^ n * e

/-- The secular determinant of `n + 1` equivalent nonorthogonal wells is one linear factor times
the `n`-th power of another. -/
theorem secular_det (n : ℕ) (E h s x : ℝ) :
    (wells n E h - x • wells n 1 s).det =
      (E + n * h - x * (1 + n * s)) * (E - h - x * (1 - s)) ^ n := by
  have hM : wells n E h - x • wells n 1 s = wells n (E - x) (h - x * s) := by
    ext i j
    by_cases hij : i = j <;> simp [wells, hij]
  rw [hM, wells_det]
  congr 1
  · ring
  · congr 1
    ring

/-- The value `singletLevel` minus `multipletLevel` when `-1 < n s` and `s < 1`. For two or more
wells this is the tunnelling splitting. -/
theorem splitting (n : ℕ) (E h s : ℝ) (h1 : -1 < n * s) (h2 : s < 1) :
    singletLevel n E h s - multipletLevel E h s =
      (n + 1) * (h - s * E) / ((1 + n * s) * (1 - s)) := by
  have d1 : 1 + n * s ≠ 0 := by linarith
  have d2 : 1 - s ≠ 0 := by linarith
  unfold singletLevel multipletLevel
  rw [div_sub_div _ _ d1 d2]
  congr 1
  ring

/-- If `-1 < n s` and `s < 1`, the value `multipletLevel` lies below `singletLevel` exactly when the
coupling `h` exceeds `s E`. -/
theorem multiplet_lower_iff (n : ℕ) (E h s : ℝ) (h1 : -1 < n * s) (h2 : s < 1) :
    multipletLevel E h s < singletLevel n E h s ↔ s * E < h := by
  have hden : 0 < (1 + n * s) * (1 - s) := mul_pos (by linarith) (by linarith)
  have hN : (0 : ℝ) < n + 1 := by positivity
  rw [← sub_pos, splitting n E h s h1 h2, div_pos_iff_of_pos_right hden,
    mul_pos_iff_of_pos_left hN, sub_pos]

/-- When `s < 1` and `h` differs from `s E`, the solutions of the generalized eigenvalue equation at
the multiplet level are exactly the vectors whose amplitudes sum to zero. -/
theorem multiplet_states (n : ℕ) (E h s : ℝ) (h2 : s < 1) (hne : s * E ≠ h)
    (v : Fin (n + 1) → ℝ) :
    wells n E h *ᵥ v = multipletLevel E h s • (wells n 1 s *ᵥ v) ↔ ∑ i, v i = 0 := by
  have e : multipletLevel E h s * (1 - s) = E - h :=
    div_mul_cancel₀ _ (by linarith)
  generalize multipletLevel E h s = x at e ⊢
  have hc : h - x * s ≠ 0 := fun hc => hne (by linear_combination -(1 - s) * hc - s * e)
  -- at this level only the summed amplitude survives in the residual
  have key : ∀ i, (wells n E h *ᵥ v) i - (x • (wells n 1 s *ᵥ v)) i
      = (h - x * s) * ∑ j, v j := by
    intro i
    rw [Pi.smul_apply, smul_eq_mul, wells_mulVec, wells_mulVec]
    linear_combination -(v i) * e
  constructor
  · intro hv
    have k := key 0
    rw [hv, sub_self] at k
    exact (mul_eq_zero.mp k.symm).resolve_left hc
  · intro h0
    funext i
    have k := key i
    rw [h0, mul_zero] at k
    exact sub_eq_zero.mp k

/-- Three equivalent nonorthogonal wells: the factorized secular determinant, its roots, and
the difference between the singlet root and the doublet root. -/
theorem three_wells (E h s : ℝ) (h1 : -1 / 2 < s) (h2 : s < 1) :
    let H : Matrix (Fin 3) (Fin 3) ℝ := !![E, h, h; h, E, h; h, h, E]
    let S : Matrix (Fin 3) (Fin 3) ℝ := !![1, s, s; s, 1, s; s, s, 1]
    (∀ x : ℝ, (H - x • S).det =
      (E + 2 * h - x * (1 + 2 * s)) * (E - h - x * (1 - s)) ^ 2) ∧
    (∀ x : ℝ, (H - x • S).det = 0 ↔
      x = (E + 2 * h) / (1 + 2 * s) ∨ x = (E - h) / (1 - s)) ∧
    (E + 2 * h) / (1 + 2 * s) - (E - h) / (1 - s) =
      3 * (h - s * E) / ((1 + 2 * s) * (1 - s)) := by
  intro H S
  have d1 : 1 + 2 * s ≠ 0 := by linarith
  have d2 : 1 - s ≠ 0 := by linarith
  have hdet : ∀ x : ℝ, (H - x • S).det =
      (E + 2 * h - x * (1 + 2 * s)) * (E - h - x * (1 - s)) ^ 2 := by
    intro x
    simp [H, S, Matrix.det_fin_three]
    ring
  refine ⟨hdet, fun x => ?_, ?_⟩
  · rw [hdet, mul_eq_zero, pow_eq_zero_iff two_ne_zero, eq_div_iff d1, eq_div_iff d2,
      sub_eq_zero, sub_eq_zero, eq_comm, eq_comm (a := E - h)]
  · rw [div_sub_div _ _ d1 d2]
    congr 1
    ring

end

end NonorthogonalWells
```

```lean
#print axioms NonorthogonalWells.overlap_pos_iff
-- 'NonorthogonalWells.overlap_pos_iff' depends on axioms: [propext, Classical.choice, Quot.sound]
#print axioms NonorthogonalWells.multiplet_lower_iff
-- 'NonorthogonalWells.multiplet_lower_iff' depends on axioms: [propext, Classical.choice, Quot.sound]
#print axioms NonorthogonalWells.multiplet_states
-- 'NonorthogonalWells.multiplet_states' depends on axioms: [propext, Classical.choice, Quot.sound]
#print axioms NonorthogonalWells.three_wells
-- 'NonorthogonalWells.three_wells' depends on axioms: [propext, Classical.choice, Quot.sound]
```

## Three wells and their generalization

The theorem `three_wells` concerns the explicit matrices

$$
H=\begin{pmatrix}E&h&h\\h&E&h\\h&h&E\end{pmatrix},\qquad
S=\begin{pmatrix}1&s&s\\s&1&s\\s&s&1\end{pmatrix},
$$

with real $E$, $h$, $s$ and the two hypotheses $-\tfrac12<s$ and $s<1$. It makes three statements. For every real $x$,

$$
\det(H-xS)=\bigl(E+2h-x(1+2s)\bigr)\bigl(E-h-x(1-s)\bigr)^2 .
$$

This determinant vanishes exactly when $x=(E+2h)/(1+2s)$ or $x=(E-h)/(1-s)$. The first of these values minus the second is the splitting given above. The theorem lists the roots as values; the multiplicity of the doublet is read from the exponent 2.

The other theorems treat $n+1$ wells in which every pair is coupled alike. The matrix `wells n a b` has $a$ on the diagonal and $b$ everywhere else, so `wells n E h` is the Hamiltonian and `wells n 1 s` is the overlap matrix. Three wells correspond to $n=2$. The definitions `singletLevel` and `multipletLevel` stand for $(E+nh)/(1+ns)$ and $(E-h)/(1-s)$. With a single well, $n=0$, the second factor of the determinant has exponent zero, and only the singlet level is a root.

## Localized vibronic states and the sign of the overlap

Each basis state is localized in one well, and the diagonal entries 1 of $S$ say that it is normalized. The number $h$ is the Hamiltonian matrix element between two different wells, and $s$ is their overlap. An amplitude vector $v$ describes the state $\sum_i v_i\,|i\rangle$, whose squared norm is $v^{\mathsf T}Sv$.

The condition on $s$ therefore has a physical meaning: every nonzero amplitude vector must give a state of positive norm, which means that the localized states are linearly independent. `overlap_pos_iff` proves that for two or more wells this is equivalent to $-1<ns$ and $s<1$, which for $n=2$ is the stated interval.

A standard example is a doubly degenerate electronic state coupled to a doubly degenerate vibration, with a warped potential surface that has three minima. With signs chosen to respect the threefold symmetry, the real electronic states of two wells overlap by $\cos 120^\circ=-\tfrac12$. If the vibrational parts overlap by $\gamma$ with $0<\gamma<1$, then $s=-\gamma/2$, which lies inside the allowed interval. Four wells at the corners of a tetrahedron fit the case $n=3$. Six wells at the corners of an octahedron do not fit, because opposite and neighbouring pairs are inequivalent.

The combination $h-sE$ is what remains of the coupling when energies are measured from the well energy. If the zero of energy is moved so that $E$ becomes $E+c$, then $h$ becomes $h+cs$, and $h-sE$ is unchanged. The sign of $h$ alone does not fix the order of the levels. By `multiplet_lower_iff`, the multiplet lies below the singlet exactly when $sE<h$.

The model keeps one state per well and takes $E$, $h$ and $s$ as given. Excited vibrational states, which would enlarge the matrices, are absent.

## A case where neglecting the overlap reverses the levels

Take $E=4$, $h=-\tfrac12$ and $s=-\tfrac14$ in some energy unit. Then

$$
x_{\text{singlet}}=\frac{4-1}{1-\frac12}=6,\qquad
x_{\text{doublet}}=\frac{4+\frac12}{1+\frac14}=3.6 ,
$$

and the difference is $2.4$. The formula agrees: $h-sE=-\tfrac12+1=\tfrac12$, and $3\cdot\tfrac12/(\tfrac12\cdot\tfrac54)=2.4$.

The matrices confirm both roots. At $x=3.6$ every entry of $H-xS$ equals $0.4$, so any vector with amplitude sum zero is a solution. At $x=6$ the diagonal entries are $-2$ and the others are $1$, so each row sums to zero and equal amplitudes solve the equation. Setting $s=0$ while keeping $h=-\tfrac12$ would give a splitting of $3h=-1.5$ and put the singlet lowest. This reversal depends on the zero of energy. With energies measured from the well energy, the coupling is $h-sE=\tfrac12$, and setting $s=0$ then gives a splitting of $1.5$, with the doublet still lowest.

## Positive norm from two sums

Write $W$ for `wells n a b`, $T=\sum_i v_i$ and $Q=\sum_i v_i^2$. Separating the diagonal term gives

$$
(Wv)_i=a v_i+b\sum_{j\ne i}v_j=(a-b)v_i+bT .
$$

This is `wells_mulVec`. Multiplying by $v_i$ and summing gives `wells_form`:

$$
v^{\mathsf T}Wv=(a-b)Q+bT^2 .
$$

For the overlap matrix the form is $(1-s)Q+sT^2$. Two test vectors show that the bounds on $s$ are necessary:

- Equal amplitudes 1 give $(n+1)(1+ns)$, so $1+ns>0$. The normalized state has amplitudes $1/\sqrt{(n+1)(1+ns)}$.
- Amplitudes $1,-1$ on two wells and zero elsewhere give $2(1-s)$, so $s<1$. The normalized amplitudes are $\pm1/\sqrt{2(1-s)}$. This vector needs two wells, hence the hypothesis `1 ≤ n`.

Conversely, let both bounds hold and let $v\neq0$, so that $Q>0$. If $s\ge0$, the form is at least $(1-s)Q>0$. If $s<0$, the Cauchy–Schwarz inequality $T^2\le(n+1)Q$ gives

$$
(1-s)Q+sT^2\ \ge\ (1-s)Q+s(n+1)Q=(1+ns)Q>0 .
$$

The Lean proof makes the same case distinction on the sign of $s$. It takes the inequality from `sq_sum_le_card_mul_sum_sq` and leaves the final comparisons to `linarith` and `nlinarith`.

## The determinant from a rank-one matrix

If $a\ne b$, put $q=b/(a-b)$. Then $W=(a-b)(I+q\,J)$, where $J$ has all entries 1. Since $qJ$ is a column with entries $q$ times a row with entries 1, the identity $\det(I+AB)=\det(I+BA)$ reduces the determinant to that of a $1\times1$ matrix:

$$
\det W=(a-b)^{n+1}\bigl(1+(n+1)q\bigr)=(a+nb)(a-b)^n .
$$

In `wells_det` the exchange of factors is `Matrix.det_one_add_mul_comm`, and `linear_combination` uses $(a-b)q=b$ to finish. If $a=b$ and $n\ge1$, two rows are equal and both sides vanish. If $n=0$, both sides are $a$.

The matrix $H-xS$ is of the same kind, with $E-x$ on the diagonal and $h-xs$ off it. Substituting these for $a$ and $b$ gives `secular_det`:

$$
\det(H-xS)=\bigl(E+nh-x(1+ns)\bigr)\bigl(E-h-x(1-s)\bigr)^n .
$$

## Levels, ordering and multiplet states

Over the common denominator $(1+ns)(1-s)$, the numerator of the singlet level minus the multiplet level is

$$
(E+nh)(1-s)-(1+ns)(E-h)=(n+1)(h-sE) .
$$

This is `splitting`, where the bounds on $s$ ensure that the denominators are nonzero and `ring` checks the numerator. Under the same bounds the common denominator is positive, so the difference has the sign of $h-sE$, which gives `multiplet_lower_iff`.

For the states, set $x=(E-h)/(1-s)$. Then $E-x=h-xs$, so the diagonal and off-diagonal entries of $H-xS$ coincide, and

$$
\bigl((H-xS)v\bigr)_i=(h-xs)\,T,\qquad h-xs=\frac{h-sE}{1-s}.
$$

If $h\ne sE$, this vanishes exactly when $T=0$. That is `multiplet_states`, whose auxiliary statement `key` is the displayed residual. The vectors with $T=0$ form a space of dimension $n$, which for three wells is the doublet. If $h=sE$, then $H=ES$ and, for an admissible overlap, all levels coincide at $E$.

The proof of `three_wells` does not go through the general determinant. With $\alpha=E-x$ and $\beta=h-xs$, it expands the $3\times3$ determinant by `Matrix.det_fin_three` and verifies

$$
\alpha^3-3\alpha\beta^2+2\beta^3=(\alpha+2\beta)(\alpha-\beta)^2
$$

by `ring`. The product is zero exactly when one of its two linear factors is zero. Since $1+2s$ and $1-s$ are nonzero, each factor can be solved for $x$, which gives the two roots. Their difference is then reduced to a common denominator as in the general case.
